# The Korringa relation for non-interacting electrons with contact coupling and a constant density of states

## Comparing a metal with free electrons

To test NMR data from a metal for the effects of electron interactions, one multiplies the nuclear relaxation time $T_1$, the temperature $T$ and the square of the Knight shift $K$, and compares the product with

$$\frac{\hbar}{4\pi k}\left(\frac{g_e}{g_n}\right)^2 .$$

Here $k$ is Boltzmann's constant, and $g_e$ and $g_n$ are the electronic and nuclear magnetic moments per unit spin, so that $g_nB$ is the splitting of a spin-1/2 nucleus in a field $B$. For non-interacting electrons with contact coupling and a constant density of states, the product equals this value if $g_nB\ll kT$. The hyperfine coupling and the density of states cancel, so the reference value needs no electronic structure calculation.

## Flips and shift from one coupling

The nucleus couples to the conduction electrons through $a\,\mathbf I\cdot\mathbf S$. Each spin species has $\rho$ states per unit energy. Energies $E$ are measured from the chemical potential, and $\theta=kT$. The occupation of a level is

$$f(E)=\frac{1}{1+e^{E/\theta}} .$$

A nuclear flip takes an electron from an occupied level $E$ to an empty level $E+x$, where $x$ is the energy that the nucleus gives up. The thermal weight of this process is

$$P(x)=\int_{-\infty}^{\infty} f(E)\,\bigl(1-f(E+x)\bigr)\,dE .$$

For a spin-1/2 nucleus, the flip-flop part of the coupling has matrix element $a/2$. The golden rule, summed over both flip directions, gives

$$\frac1{T_1}=\frac{2\pi}{\hbar}\left(\frac a2\right)^2\rho^2\,\bigl(P(x)+P(-x)\bigr).$$

The same coupling shifts the resonance. The field displaces the two spin species by $\mp g_eB/2$, which leaves a net electron spin $\langle S\rangle$, and $K$ is the hyperfine energy $a\langle S\rangle$ as a fraction of $g_nB$. The overall sign of $K$ depends on the sign conventions for the moments, but only $K^2$ enters the relation.

## What the theorems state

`pairIntegral_eq` says that for $\theta>0$ the integral $P(x)$ equals $\theta$ if $x=0$ and $x/(1-e^{-x/\theta})$ otherwise.

`korringa` takes real numbers with $k,T,\hbar>0$ and $g_n,B\neq0$. Two hypotheses tie the observables to the model:

- `hT₁` says that $T_1$ times `relaxationRate` is 1. This forces $a$ and $\rho$ to be nonzero.
- `hK` says that $K g_nB=a\langle S\rangle$, with $\langle S\rangle$ given by `electronSpin`.

The conclusion is $T_1TK^2=\frac{\hbar}{4\pi k}(g_e/g_n)^2$. The signs of $a$, $\rho$ and $g_e$ are free, so the physical case of positive quantities is included.

The golden-rule expression enters as the definition of `relaxationRate`; it is not derived from quantum dynamics. Its last argument is 0 in `korringa`, which stands for the approximation $g_nB\ll kT$, although the field in `hK` is nonzero. The constant density of states extends over all energies; this approximates a band whose density of states varies little over an energy range around the chemical potential that is wide compared with $kT$ and $g_eB$. Electron interactions and orbital or dipolar hyperfine terms are absent.

## A zero field leaves the shift undetermined

Without $B\neq0$ the relation can fail. Set $k=T=\hbar=a=\rho=g_e=g_n=1$, $B=0$, $T_1=1/\pi$ and $K=0$. The rate is $\pi$, so `hT₁` holds, and `hK` reads $0=0$. Yet $T_1TK^2=0$, while the right-hand side is $1/(4\pi)$.

## The Fermi integral

From the definition, $1-f(E)=e^{E/\theta}f(E)$. Therefore

$$f(E+x)\bigl(1-f(E)\bigr)=e^{-x/\theta}f(E)\bigl(1-f(E+x)\bigr),$$

and subtracting this from $f(E)(1-f(E+x))$ gives

$$f(E)-f(E+x)=\bigl(1-e^{-x/\theta}\bigr)\,f(E)\bigl(1-f(E+x)\bigr).$$

The product on the right is integrable: it is at most $e^{(E+x)/\theta}$ for $E\le0$ and at most $e^{-E/\theta}$ for $E>0$.

To integrate the left side, let $L(E)=\theta\ln(1+e^{E/\theta})$. Then $L'=1-f$, so $L(E+x)-L(E)$ is an antiderivative of $f(E)-f(E+x)$. It tends to 0 as $E\to-\infty$. Since $L(E)=E+L(-E)$, it tends to $x$ as $E\to+\infty$. Hence

$$\int_{-\infty}^{\infty}\bigl(f(E)-f(E+x)\bigr)\,dE=x .$$

For $x\ne0$, division by $1-e^{-x/\theta}$ gives $P(x)$. For $x=0$ the integrand is $f(1-f)=-\theta f'$, and $f$ falls from 1 to 0, so $P(0)=\theta$.

## Eliminating the coupling and the density of states

At $x=0$ the two flip directions contribute $2\theta$, so

$$\frac1{T_1}=\frac{2\pi}{\hbar}\,\frac{a^2}{4}\,\rho^2\cdot2kT=\frac{\pi a^2\rho^2kT}{\hbar}.$$

For the shift, moving the energy origin by $g_eB/2$ turns the polarization into the area just computed, with $x=g_eB$:

$$\langle S\rangle=\frac{\rho}{2}\int_{-\infty}^{\infty}\left[f\left(E-\tfrac{g_eB}2\right)-f\left(E+\tfrac{g_eB}2\right)\right]dE=\frac{\rho g_eB}{2},\qquad K=\frac{a\rho g_e}{2g_n}.$$

Together,

$$T_1TK^2=\frac{\hbar}{\pi a^2\rho^2k}\cdot\frac{a^2\rho^2g_e^2}{4g_n^2}=\frac{\hbar}{4\pi k}\left(\frac{g_e}{g_n}\right)^2 .$$

## The Lean file

```lean
import Mathlib

open MeasureTheory Filter Topology

noncomputable section

namespace KorringaRelation

/-- Fermi function at thermal energy `θ = kT ≠ 0`, with energies measured from the
chemical potential. -/
def fermi (θ E : ℝ) : ℝ := 1 / (1 + Real.exp (E / θ))

/-- Thermal weight of electron transitions from an occupied level `E` to an empty level
`E + x`, integrated over all `E`. -/
def pairIntegral (θ x : ℝ) : ℝ := ∫ E, fermi θ E * (1 - fermi θ (E + x))

/-- Golden-rule relaxation rate `1/T₁` of a spin-1/2 nucleus with Zeeman energy `x`, summed over
downward and upward flips: contact coupling `a I·S` with matrix element `a/2`, density of
states `ρ` per spin, `ħ ≠ 0`. -/
def relaxationRate (ħ θ a ρ x : ℝ) : ℝ :=
  2 * Real.pi / ħ * (a / 2) ^ 2 * ρ ^ 2 * (pairIntegral θ x + pairIntegral θ (-x))

/-- Electron spin polarization in a field `B`: half the difference in number between the two
spin species, whose levels are shifted by `∓ ge B / 2`; `ge` is the moment per unit spin. -/
def electronSpin (θ ρ ge B : ℝ) : ℝ :=
  1 / 2 * ∫ E, ρ * (fermi θ (E - ge * B / 2) - fermi θ (E + ge * B / 2))

/-- Occupation and vacancy of a level are both positive, and their ratio is a Boltzmann
factor. -/
theorem fermi_hole (θ E : ℝ) : 0 < fermi θ E ∧ 0 < 1 - fermi θ E ∧
    1 - fermi θ E = Real.exp (E / θ) * fermi θ E := by
  have hp : 0 < fermi θ E := by unfold fermi; positivity
  have hf : (1 + Real.exp (E / θ)) * fermi θ E = 1 :=
    mul_one_div_cancel (by positivity)
  have h : 1 - fermi θ E = Real.exp (E / θ) * fermi θ E := by linear_combination -hf
  exact ⟨hp, by rw [h]; positivity, h⟩

/-- The occupation at `E` minus that at `E + x` is the weight of transitions from `E` to `E + x`,
multiplied by `1 - exp(-x/θ)`. -/
theorem fermi_sub (θ E x : ℝ) : fermi θ E - fermi θ (E + x) =
    (1 - Real.exp (-x / θ)) * (fermi θ E * (1 - fermi θ (E + x))) := by
  have h1 := (fermi_hole θ E).2.2
  have h2 := (fermi_hole θ (E + x)).2.2
  rw [add_div, Real.exp_add] at h2
  have hq : Real.exp (-x / θ) * Real.exp (x / θ) = 1 := by
    rw [← Real.exp_add, neg_div, neg_add_cancel, Real.exp_zero]
  linear_combination -fermi θ (E + x) * h1 + Real.exp (-x / θ) * fermi θ E * h2 +
    Real.exp (E / θ) * fermi θ E * fermi θ (E + x) * hq

/-- At positive temperature the weight of transitions from `E` to `E + x` is integrable over
all energies. -/
theorem integrable_pair {θ : ℝ} (hθ : 0 < θ) (x : ℝ) :
    Integrable (fun E => fermi θ E * (1 - fermi θ (E + x))) := by
  have hc : Continuous (fermi θ) := by
    unfold fermi
    exact continuous_const.div (by fun_prop) (fun E => by positivity)
  have hm : Continuous (fun E => fermi θ E * (1 - fermi θ (E + x))) :=
    hc.mul (continuous_const.sub (hc.comp (continuous_id.add continuous_const)))
  rw [← integrableOn_univ, ← Set.Iic_union_Ioi (a := (0 : ℝ))]
  refine IntegrableOn.union ?_ ?_
  · -- deep levels: few vacancies
    refine Integrable.mono' (Integrable.const_mul
      (integrableOn_exp_mul_Iic (inv_pos.2 hθ) 0) (Real.exp (x / θ)))
      hm.aestronglyMeasurable (ae_of_all _ fun E => ?_)
    obtain ⟨p, q, -⟩ := fermi_hole θ E
    obtain ⟨-, q', h'⟩ := fermi_hole θ (E + x)
    rw [Real.norm_of_nonneg (mul_pos p q').le, ← Real.exp_add,
      show x / θ + θ⁻¹ * E = (E + x) / θ by ring]
    nlinarith [mul_pos q q', mul_pos (Real.exp_pos ((E + x) / θ)) q']
  · -- high levels: few electrons
    refine Integrable.mono' (integrableOn_exp_mul_Ioi (neg_lt_zero.2 (inv_pos.2 hθ)) 0)
      hm.aestronglyMeasurable (ae_of_all _ fun E => ?_)
    obtain ⟨p, -, h⟩ := fermi_hole θ E
    obtain ⟨p', q', -⟩ := fermi_hole θ (E + x)
    have he : Real.exp (-θ⁻¹ * E) * Real.exp (E / θ) = 1 := by
      rw [← Real.exp_add, show -θ⁻¹ * E + E / θ = 0 by ring, Real.exp_zero]
    have hf : fermi θ E = Real.exp (-θ⁻¹ * E) * (1 - fermi θ E) := by
      rw [h]
      linear_combination -fermi θ E * he
    rw [Real.norm_of_nonneg (mul_pos p q').le]
    nlinarith [mul_pos p p', mul_pos (Real.exp_pos (-θ⁻¹ * E)) p]

/-- Two Fermi functions displaced by `x` enclose the signed area `x`, at any positive
temperature. -/
theorem integral_fermi_sub {θ : ℝ} (hθ : 0 < θ) (x : ℝ) :
    ∫ E, (fermi θ E - fermi θ (E + x)) = x := by
  obtain ⟨L, hL⟩ : ∃ L : ℝ → ℝ, L = fun E => θ * Real.log (1 + Real.exp (E / θ)) :=
    ⟨_, rfl⟩
  -- `L` is an antiderivative of the vacancy
  have hder : ∀ E, HasDerivAt L (1 - fermi θ E) E := by
    intro E
    rw [hL, (fermi_hole θ E).2.2]
    have h := (((((hasDerivAt_id' E).div_const θ).exp).const_add 1).log
      (by positivity)).const_mul θ
    refine h.congr_deriv ?_
    unfold fermi
    field_simp
  have hbot : Tendsto L atBot (𝓝 0) := by
    have h : Tendsto (fun E : ℝ => Real.exp (E / θ)) atBot (𝓝 0) :=
      Real.tendsto_exp_atBot.comp (tendsto_id.atBot_div_const hθ)
    rw [hL]
    simpa using ((h.const_add 1).log (by norm_num)).const_mul θ
  -- reflection turns the upper limit into the lower one
  have hrefl : ∀ E, L E = E + L (-E) := by
    intro E
    have h1 : 1 + Real.exp (E / θ) = Real.exp (E / θ) * (1 + Real.exp (-E / θ)) := by
      rw [mul_add, ← Real.exp_add, neg_div, add_neg_cancel, Real.exp_zero]
      ring
    have h2 : θ * (E / θ) = E := by field_simp
    simp only [hL]
    rw [h1, Real.log_mul (by positivity) (by positivity), Real.log_exp]
    linear_combination h2
  have hneg : Tendsto (fun E => L (-E)) atTop (𝓝 0) := hbot.comp tendsto_neg_atTop_atBot
  have hneg' : Tendsto (fun E => L (-(E + x))) atTop (𝓝 0) :=
    hneg.comp (tendsto_atTop_add_const_right _ x tendsto_id)
  have htop : Tendsto (fun E => L (E + x) - L E) atTop (𝓝 x) := by
    have h := (hneg'.sub hneg).const_add x
    rw [sub_zero, add_zero] at h
    refine h.congr fun E => ?_
    linear_combination hrefl E - hrefl (E + x)
  have hbot' : Tendsto (fun E => L (E + x) - L E) atBot (𝓝 0) := by
    have h := (hbot.comp (tendsto_atBot_add_const_right _ x tendsto_id)).sub hbot
    rw [sub_zero] at h
    exact h
  have hint : Integrable (fun E => fermi θ E - fermi θ (E + x)) := by
    simp only [fermi_sub]
    exact (integrable_pair hθ x).const_mul _
  have hd : ∀ E, HasDerivAt (fun E => L (E + x) - L E)
      (fermi θ E - fermi θ (E + x)) E := fun E =>
    (((hder (E + x)).comp_add_const E x).fun_sub (hder E)).congr_deriv (by ring)
  rw [integral_of_hasDerivAt_of_tendsto hd hint hbot' htop, sub_zero]

/-- The Fermi integral for transitions with energy gain `x` at `θ = kT > 0`: it is `kT` for
`x = 0` and `x / (1 - exp(-x/kT))` otherwise. -/
theorem pairIntegral_eq {θ : ℝ} (hθ : 0 < θ) (x : ℝ) :
    pairIntegral θ x = if x = 0 then θ else x / (1 - Real.exp (-x / θ)) := by
  split_ifs with hx
  · subst hx
    -- the antiderivative is `-θ f`
    have hd : ∀ E, HasDerivAt (fun E => -θ * fermi θ E)
        (fermi θ E * (1 - fermi θ (E + 0))) E := by
      intro E
      rw [add_zero, (fermi_hole θ E).2.2]
      have h := ((hasDerivAt_const E (1 : ℝ)).fun_div
        ((((hasDerivAt_id' E).div_const θ).exp).const_add 1)
        (by positivity)).const_mul (-θ)
      refine h.congr_deriv ?_
      unfold fermi
      field_simp
      ring
    have hbot : Tendsto (fun E => -θ * fermi θ E) atBot (𝓝 (-θ)) := by
      have h : Tendsto (fun E : ℝ => Real.exp (E / θ)) atBot (𝓝 0) :=
        Real.tendsto_exp_atBot.comp (tendsto_id.atBot_div_const hθ)
      have h2 := ((tendsto_const_nhds (x := (1 : ℝ))).div (h.const_add 1)
        (by norm_num)).const_mul (-θ)
      rw [add_zero, div_one, mul_one] at h2
      exact h2
    have htop : Tendsto (fun E => -θ * fermi θ E) atTop (𝓝 0) := by
      have h : Tendsto (fun E : ℝ => Real.exp (E / θ)) atTop atTop :=
        Real.tendsto_exp_atTop.comp (tendsto_id.atTop_div_const hθ)
      have h2 := ((tendsto_atTop_add_const_left _ 1 h).const_div_atTop 1).const_mul (-θ)
      rw [mul_zero] at h2
      exact h2
    unfold pairIntegral
    rw [integral_of_hasDerivAt_of_tendsto hd (integrable_pair hθ 0) hbot htop]
    ring
  · have hq : 1 - Real.exp (-x / θ) ≠ 0 := by
      intro h0
      have h1 : Real.exp (-x / θ) = 1 := by linarith
      exact div_ne_zero (neg_ne_zero.2 hx) hθ.ne' (Real.exp_eq_one_iff _ |>.1 h1)
    have h := integral_fermi_sub hθ x
    simp only [fermi_sub] at h
    rw [integral_const_mul] at h
    rw [eq_div_iff hq, mul_comm]
    exact h

/-- For negligible nuclear Zeeman energy and `θ = kT > 0` the relaxation rate is
`π a² ρ² kT / ħ`. -/
theorem relaxationRate_zero {θ : ℝ} (hθ : 0 < θ) (ħ a ρ : ℝ) :
    relaxationRate ħ θ a ρ 0 = Real.pi * a ^ 2 * ρ ^ 2 * θ / ħ := by
  unfold relaxationRate
  rw [neg_zero, pairIntegral_eq hθ, if_pos rfl]
  ring

/-- Knight shift at `θ = kT > 0`: if the hyperfine energy `a⟨S⟩` is the fraction `K` of the
nuclear Zeeman energy `gn B ≠ 0`, then `K = a ρ ge / (2 gn)`. -/
theorem knight_shift {θ a ρ ge gn B K : ℝ} (hθ : 0 < θ) (hgn : gn ≠ 0) (hB : B ≠ 0)
    (hK : K * (gn * B) = a * electronSpin θ ρ ge B) : K = a * ρ * ge / (2 * gn) := by
  -- shift the energy origin to reach the area between two Fermi functions
  have h := integral_sub_right_eq_self (μ := volume)
    (fun E => fermi θ E - fermi θ (E + ge * B)) (ge * B / 2)
  have e : ∀ E : ℝ, E - ge * B / 2 + ge * B = E + ge * B / 2 := fun E => by ring
  rw [integral_fermi_sub hθ] at h
  simp only [e] at h
  unfold electronSpin at hK
  rw [integral_const_mul, h] at hK
  rw [eq_div_iff (mul_ne_zero two_ne_zero hgn)]
  apply mul_right_cancel₀ hB
  linear_combination 2 * hK

/-- Korringa relation, for `k, T, ħ > 0` and nonzero `gn` and `B`: if `T₁` times the relaxation rate
at zero nuclear Zeeman energy is 1, and the hyperfine energy `a⟨S⟩` is the fraction `K` of `gn B`,
then `T₁ T K²` equals `(ħ / (4 π k)) (ge / gn)²`. -/
theorem korringa {k T ħ a ρ ge gn B T₁ K : ℝ} (hk : 0 < k) (hT : 0 < T) (hħ : 0 < ħ)
    (hgn : gn ≠ 0) (hB : B ≠ 0)
    (hT₁ : T₁ * relaxationRate ħ (k * T) a ρ 0 = 1)
    (hK : K * (gn * B) = a * electronSpin (k * T) ρ ge B) :
    T₁ * T * K ^ 2 = ħ / (4 * Real.pi * k) * (ge / gn) ^ 2 := by
  rw [relaxationRate_zero (mul_pos hk hT), ← mul_div_assoc,
    div_eq_one_iff_eq hħ.ne'] at hT₁
  have h : T₁ * (a ^ 2 * ρ ^ 2 * T) = ħ / (Real.pi * k) := by
    rw [eq_div_iff (by positivity)]
    linear_combination hT₁
  -- coupling and density of states enter both quantities in the same combination
  calc T₁ * T * K ^ 2 = T₁ * (a ^ 2 * ρ ^ 2 * T) * (ge / gn) ^ 2 / 4 := by
        rw [knight_shift (mul_pos hk hT) hgn hB hK]
        ring
    _ = ħ / (4 * Real.pi * k) * (ge / gn) ^ 2 := by
        rw [h]
        ring

end KorringaRelation
```

```lean
#print axioms KorringaRelation.korringa
```

```
'KorringaRelation.korringa' depends on axioms: [propext, Classical.choice, Quot.sound]
```

## From occupations to the relation in Lean

`fermi_hole` records that occupation and vacancy are positive and that the ratio of vacancy to occupation is $e^{E/\theta}$. `fermi_sub` is the difference identity; its `linear_combination` combines the ratios at $E$ and $E+x$ with $e^{-x/\theta}e^{x/\theta}=1$.

`integrable_pair` splits the line at zero and compares the integrand with an exponential on each half through `Integrable.mono'`. The closing `nlinarith` calls verify the two bounds.

In `integral_fermi_sub`, `hder` is the derivative of $L$, `hrefl` is the reflection identity, and `hbot'` and `htop` are the two limits. The theorem `integral_of_hasDerivAt_of_tendsto` turns them into the integral. It also requires integrability, which follows from the two preceding lemmas.

`pairIntegral_eq` separates the cases with `split_ifs`. At $x=0$ it uses the antiderivative $-\theta f$; otherwise it shows that $1-e^{-x/\theta}\neq0$ and divides.

`relaxationRate_zero` inserts $P(0)=\theta$ into the rate. `knight_shift` moves the energy origin with `integral_sub_right_eq_self`, applies the area formula and cancels $B$. In `korringa`, the step `h` isolates $T_1a^2\rho^2T=\hbar/(\pi k)$, and the `calc` block substitutes the Knight shift, where the same combination $a^2\rho^2$ appears.
